# The exponential G = exp K of a cumulant series obeys G′ = K′G

In a cumulant expansion a quantity G is written as the exponential of a series K, and the lemma states that G then obeys the differential equation G′ = K′G. Here K is a formal power series without constant term, its coefficients lie in a commutative algebra over the rationals, and no convergence is assumed. The exponential is defined order by order, the coefficient of order n being a finite sum over the powers K^m/m! with m ≤ n. The proof compares the coefficients of order n on both sides: on the left it differentiates term by term, and on the right it writes the product as a sum over pairs of orders that add up to n, then exchanges the two sums.

Lean 4 with Mathlib refuses this proof:

```lean
import Mathlib

open PowerSeries

namespace DerivativeCumulantExp

variable {A : Type*} [CommRing A] [Algebra ℚ A]

/-- The exponential `∑ K^m / m!` of a power series `K` without constant term; at order `n`
only the powers `m ≤ n` are kept, since the higher ones start beyond that order. -/
noncomputable def cumulantExp (K : A⟦X⟧) : A⟦X⟧ :=
  PowerSeries.mk fun n =>
    ∑ m ∈ Finset.range (n + 1), (1 / (m.factorial : ℚ)) • coeff n (K ^ m)

/-- For `K` without constant term, `G = exp K` obeys the differential equation `G' = K' G`. -/
theorem derivative_cumulantExp (K : A⟦X⟧) (hK : constantCoeff K = 0) :
    d⁄dX A (cumulantExp K) = d⁄dX A K * cumulantExp K := by
  ext n
  -- the power `K^m` starts at order `m`
  have hlow : ∀ i m, i < m → coeff i (K ^ m) = 0 := fun i m h =>
    X_pow_dvd_iff.mp (pow_dvd_pow_of_dvd (X_dvd_iff.mpr hK) m) i h
  -- termwise differentiation lowers the factorial by one step
  have left : coeff n (d⁄dX A (cumulantExp K)) =
      ∑ m ∈ Finset.range (n + 1),
        (1 / (m.factorial : ℚ)) • coeff n (d⁄dX A K * K ^ m) := by
    rw [coeff_derivative, cumulantExp, coeff_mk, Finset.sum_range_succ', add_mul,
      Finset.sum_mul]
    have h0 : (1 / (Nat.factorial 0 : ℚ)) • coeff (n + 1) (K ^ 0) * ((n : A) + 1) = 0 := by
      simp [coeff_one]
    rw [h0, add_zero]
    refine Finset.sum_congr rfl fun m _ => ?_
    have hm : (m.factorial : ℚ) ≠ 0 := Nat.cast_ne_zero.mpr m.factorial_ne_zero
    have hs : 1 / ((m + 1).factorial : ℚ) * ((m + 1 : ℕ) : ℚ) = 1 / (m.factorial : ℚ) := by
      rw [Nat.factorial_succ]
      push_cast
      field_simp
    rw [smul_mul_assoc, ← coeff_derivative, Derivation.leibniz_pow, Nat.add_sub_cancel,
      smul_eq_mul, map_nsmul, ← Nat.cast_smul_eq_nsmul ℚ, smul_smul, hs, mul_comm (K ^ m)]
  have hG : ∀ j ≤ n, coeff j (cumulantExp K) =
      ∑ m ∈ Finset.range (n + 1), (1 / (m.factorial : ℚ)) • coeff j (K ^ m) := by
    intro j hj
    rw [cumulantExp, coeff_mk]
    refine Finset.sum_subset ?_ ?_
    · intro m hm
      rw [Finset.mem_range] at hm ⊢
      omega
    · intro m _ hm
      rw [Finset.mem_range] at hm
      rw [hlow j m (by omega), smul_zero]
  have right : ∀ p ∈ Finset.antidiagonal n,
      coeff p.1 (d⁄dX A K) * coeff p.2 (cumulantExp K) =
      ∑ m ∈ Finset.range (n + 1),
        (1 / (m.factorial : ℚ)) • (coeff p.1 (d⁄dX A K) * coeff p.2 (K ^ m)) := by
    intro p hp
    have hp' := Finset.mem_antidiagonal.mp hp
    rw [hG p.2 (by omega), Finset.mul_sum]
    exact Finset.sum_congr rfl fun m _ => mul_smul_comm _ _ _
  rw [left, coeff_mul, Finset.sum_congr rfl right, Finset.sum_comm]
  refine Finset.sum_congr rfl fun m _ => ?_
  rw [coeff_mul, Finset.smul_sum]

end DerivativeCumulantExp
```

Messages:

```
Main.lean:50:41: error: Application type mismatch: The argument
  n
has type
  ℕ
of sort `Type` but is expected to have type
  Set.IsPWO ?m.447
of sort `Prop` in the application
  Finset.antidiagonal n
Main.lean:50:15: error(lean.synthInstanceFailed): failed to synthesize instance of type class
  Membership ?m.439 (Set.IsPWO ?m.448 → ?m.443 → Finset (?m.443 × ?m.443))

Hint: Type class instance resolution failures can be inspected with the `set_option trace.Meta.synthInstance true` command.
Main.lean:51:12: error: Invalid projection: Type of
  p
is not known; cannot resolve projection `1`
Main.lean:51:35: error: Invalid projection: Type of
  p
is not known; cannot resolve projection `2`
Main.lean:53:41: error: Invalid projection: Type of
  p
is not known; cannot resolve projection `1`
Main.lean:53:64: error: Invalid projection: Type of
  p
is not known; cannot resolve projection `2`
Main.lean:17:57: error: unsolved goals
A : Type u_1
inst✝¹ : CommRing A
inst✝ : Algebra ℚ A
K : A⟦X⟧
hK : constantCoeff K = 0
n : ℕ
hlow : ∀ (i m : ℕ), i < m → (coeff i) (K ^ m) = 0
left :
  (coeff n) ((d⁄dX A) (cumulantExp K)) = ∑ m ∈ Finset.range (n + 1), (1 / ↑m.factorial) • (coeff n) ((d⁄dX A) K * K ^ m)
hG : ∀ j ≤ n, (coeff j) (cumulantExp K) = ∑ m ∈ Finset.range (n + 1), (1 / ↑m.factorial) • (coeff j) (K ^ m)
⊢ (coeff n) ((d⁄dX A) (cumulantExp K)) = (coeff n) ((d⁄dX A) K * cumulantExp K)
```

Fix (accepted with no message):

```diff
@@ -48,10 +48,10 @@
       rw [Finset.mem_range] at hm
       rw [hlow j m (by omega), smul_zero]
-  have right : ∀ p ∈ Finset.antidiagonal n,
+  have right : ∀ p ∈ Finset.HasAntidiagonal.antidiagonal n,
       coeff p.1 (d⁄dX A K) * coeff p.2 (cumulantExp K) =
       ∑ m ∈ Finset.range (n + 1),
         (1 / (m.factorial : ℚ)) • (coeff p.1 (d⁄dX A K) * coeff p.2 (K ^ m)) := by
     intro p hp
-    have hp' := Finset.mem_antidiagonal.mp hp
+    have hp' := Finset.HasAntidiagonal.mem_antidiagonal.mp hp
     rw [hG p.2 (by omega), Finset.mul_sum]
     exact Finset.sum_congr rfl fun m _ => mul_smul_comm _ _ _
```

What went wrong. The first message shows that `Finset.antidiagonal` is here a function whose first explicit argument is a proof of `Set.IsPWO`, that a set is partially well-ordered. It can't take the number `n`. What the proof needs is the finite set of pairs of natural numbers with sum `n`, and this is `Finset.HasAntidiagonal.antidiagonal n`.

The other messages follow from the first. Lean looks for a `Membership` instance on a function still waiting for its arguments and finds none, so the type of `p` stays unknown and `p.1` and `p.2` have no meaning. The statement of `right` therefore fails, and the main goal is left unsolved, with `left` and `hG` in the context but not `right`.

The first change names the intended set, which gives `p` its type. The second takes the membership lemma from the same namespace, so that `hp'` says `p.1 + p.2 = n`, from which `omega` gets `p.2 ≤ n`. No message concerns the old lemma name.
